# Perfect matchings of the n-prism for n ≥ 3, counted from its base ring

When a valence-bond calculation on a prism-shaped cluster of spin-½ sites uses all nearest-neighbour singlet pairings, the length of the list can be checked against an exact count. Each pairing is a perfect matching of the prism graph: a set of edges that meets every vertex exactly once.

Let \(C_n\) be the ring of \(n\ge 3\) sites, and let the prism be two copies of it joined by \(n\) rungs. A matching, without the word perfect, is a set of edges no two of which share a vertex; it may leave vertices unmatched. Write \(m(C_n)\) for the number of matchings of the ring of all sizes, the empty one included. The number of perfect matchings of the prism is

\[
m(C_n)+\begin{cases}2 & n \text{ even}\\ 0 & n\text{ odd.}\end{cases}
\]

The count covers labelled graphs, without identifying matchings related by symmetry. It gives no weights or energies, and it does not say whether the corresponding singlet states are linearly independent. For the cubane skeleton it counts pairings of the eight carbon sites; cubane itself is saturated, so these are not its Kekulé structures.

## Comparing the two layers

Remove the rungs from a perfect matching of the prism. Each layer keeps a matching of \(C_n\), and both leave the same sites unmatched, namely those where a rung was used. Conversely, two ring matchings with the same unmatched sites become a perfect matching once rungs fill the holes. So we count ordered pairs \((g,h)\) of such matchings, where \(g(i)\) is the partner of site \(i\), or \(i\) itself if it is unmatched.

Pairs with \(g=h\) contribute \(m(C_n)\). If \(g\ne h\), they differ at some site \(j\). Both match it, one forward and one backward; say \(g(j)=j+1\) and \(h(j)=j-1\). Then \(g(j+1)=j\), so \(h\) also matches \(j+1\). Its partner under \(h\) cannot be \(j\), since \(h(j)=j-1\ne j+1\) for \(n\ge3\). Hence \(h(j+1)=j+2\): the roles are exchanged at the next site.

For odd \(n\), one full turn exchanges the roles at \(j\) itself, giving \(j+1=j-1\), a contradiction. For even \(n\), \(g\) and \(h\) are the two opposite alternating patterns. The layers are distinguishable, so both orders count, which adds 2. Counting this pair only once would give 8 for the cube.

The four-membered ring has one empty matching, four with one edge and two with two edges. Thus \(m(C_4)=7\), and the cube has \(7+2=9\) perfect matchings.

## Matchings as partner maps

In Lean 4 with Mathlib:

```lean
import Mathlib

namespace PrismMatchings

variable {V : Type*} {n : ℕ}
```

A matching is represented by its partner map, which must return to the start when applied twice. A fixed point is an unmatched vertex.

```lean
/-- A matching given by its partner map: an involution that sends each vertex to itself
(unmatched) or to a neighbour. -/
def IsMatching (G : SimpleGraph V) (f : V → V) : Prop :=
  (∀ v, f (f v) = v) ∧ ∀ v, f v = v ∨ G.Adj v (f v)
```

In a perfect matching every vertex goes to a neighbour, so fixed points are excluded.

```lean
/-- A perfect matching given by its partner map: every vertex is paired with a neighbour. -/
def IsPerfect (G : SimpleGraph V) (f : V → V) : Prop :=
  (∀ v, f (f v) = v) ∧ ∀ v, G.Adj v (f v)
```

The two counts are cardinalities of sets of such maps.

```lean
/-- The number of matchings of all sizes, the empty one included. -/
noncomputable def numMatchings (G : SimpleGraph V) : ℕ := {f | IsMatching G f}.ncard

/-- The number of perfect matchings. -/
noncomputable def numPerfect (G : SimpleGraph V) : ℕ := {f | IsPerfect G f}.ncard
```

Ring sites are integers modulo \(n\). `SimpleGraph.fromRel` makes the relation "next site" symmetric and removes loops.

```lean
/-- The ring of `n` sites, each joined to the next. -/
def cycle (n : ℕ) : SimpleGraph (ZMod n) := SimpleGraph.fromRel fun i j => j = i + 1
```

The box product with the complete graph on `Bool` supplies two layers and the rungs.

```lean
/-- Two copies of a graph, with a rung between the two copies of each vertex. -/
def doubled (G : SimpleGraph V) : SimpleGraph (V × Bool) := G.boxProd ⊤

/-- The prism: two `n`-cycles joined by `n` rungs. -/
def prism (n : ℕ) : SimpleGraph (ZMod n × Bool) := doubled (cycle n)
```

Here `p a` is the partner map of layer `a`, and `!a` is the other layer.

```lean
/-- Glue one partner map per layer, placing a rung wherever a vertex is unmatched in its layer. -/
def glue [DecidableEq V] (p : Bool → V → V) (x : V × Bool) : V × Bool :=
  if p x.2 x.1 = x.1 then (x.1, !x.2) else (p x.2 x.1, x.2)
```

`Opposed g h i` records the forward–backward disagreement found above.

```lean
/-- At site `i` the first map pairs forward and the second pairs backward. -/
def Opposed (g h : ZMod n → ZMod n) (i : ZMod n) : Prop := g i = i + 1 ∧ h i = i - 1
```

The alternating patterns use a two-colouring `c`, taken as a ring homomorphism to the integers modulo 2.

```lean
/-- The alternating pattern on a ring with a two-colouring `c`: sites of colour `b` pair
forward, the others backward. -/
def alternating (c : ZMod n →+* ZMod 2) (b : ZMod 2) (i : ZMod n) : ZMod n :=
  if c i = b then i + 1 else i - 1
```

## Splitting a perfect matching into layers

The site component of the glued map recovers each layer, so different pairs of layers give different matchings.

```lean
/-- The glued map determines the partner maps of both layers. -/
theorem glue_injective [DecidableEq V] :
    Function.Injective (glue : (Bool → V → V) → V × Bool → V × Bool) := by
  have fst : ∀ (p : Bool → V → V) a v, (glue p (v, a)).1 = p a v := by
    intro p a v
    by_cases h : p a v = v
    · simp [glue, h]
    · simp [glue, h]
  intro p q h
  funext a v
  rw [← fst p a v, ← fst q a v, h]
```

The next theorem is the rung-removal argument for an arbitrary graph. In the forward direction, `key` says that each vertex is paired within its layer or along its rung; the converse checks the glued map case by case.

```lean
/-- The perfect matchings of a doubled graph are exactly the gluings of two matchings of the
graph that leave the same vertices unmatched. -/
theorem isPerfect_doubled_iff [DecidableEq V] (G : SimpleGraph V) (f : V × Bool → V × Bool) :
    IsPerfect (doubled G) f ↔ ∃ p : Bool → V → V, (∀ a, IsMatching G (p a)) ∧
      (∀ a b v, p a v = v → p b v = v) ∧ f = glue p := by
  have pos : ∀ (p : Bool → V → V) a v, p a v = v → glue p (v, a) = (v, !a) :=
    fun p a v h => if_pos h
  have neg : ∀ (p : Bool → V → V) a v, p a v ≠ v → glue p (v, a) = (p a v, a) :=
    fun p a v h => if_neg h
  have hbool : ∀ a b : Bool, a ≠ b → b = !a := by decide
  constructor
  · rintro ⟨hinv, hadj⟩
    -- each vertex is paired inside its layer or along its rung
    have key : ∀ v a, (G.Adj v (f (v, a)).1 ∧ (f (v, a)).2 = a) ∨ f (v, a) = (v, !a) := by
      intro v a
      have h := hadj (v, a)
      rw [doubled, SimpleGraph.boxProd_adj] at h
      rcases h with ⟨h1, h2⟩ | ⟨h1, h2⟩
      · exact Or.inl ⟨h1, h2.symm⟩
      · exact Or.inr (Prod.ext h2.symm (hbool _ _ h1.ne))
    refine ⟨fun a v => (f (v, a)).1, fun a => ⟨fun v => ?_, fun v => ?_⟩, ?_, ?_⟩
    · rcases key v a with ⟨_, h2⟩ | h
      · have e : ((f (v, a)).1, a) = f (v, a) := Prod.ext rfl h2.symm
        exact (congrArg (fun x => (f x).1) e).trans (congrArg Prod.fst (hinv (v, a)))
      · have e : (f (v, a)).1 = v := congrArg Prod.fst h
        exact (congrArg (fun x => (f (x, a)).1) e).trans e
    · rcases key v a with h | h
      · exact Or.inr h.1
      · exact Or.inl (congrArg Prod.fst h)
    · intro a b v hv
      rcases key v a with h | h
      · exact (h.1.ne (Eq.symm hv)).elim
      · by_cases hb : a = b
        · exact hb ▸ hv
        · have e := hinv (v, a)
          rw [h, ← hbool a b hb] at e
          exact congrArg Prod.fst e
    · funext ⟨v, a⟩
      rcases key v a with h | h
      · exact (Prod.ext rfl h.2 : f (v, a) = ((f (v, a)).1, a)).trans
          (neg (fun a v => (f (v, a)).1) a v h.1.ne').symm
      · exact h.trans (pos (fun a v => (f (v, a)).1) a v (congrArg Prod.fst h)).symm
  · rintro ⟨p, hp, hfix, rfl⟩
    refine ⟨?_, ?_⟩ <;> rintro ⟨v, a⟩ <;> by_cases h : p a v = v
    · rw [pos p a v h, pos p (!a) v (hfix a _ v h), Bool.not_not]
    · have h' : p a (p a v) ≠ p a v := by
        rw [(hp a).1 v]
        exact Ne.symm h
      rw [neg p a v h, neg p a _ h', (hp a).1 v]
    · rw [pos p a v h, doubled, SimpleGraph.boxProd_adj]
      exact Or.inr ⟨by cases a <;> simp, rfl⟩
    · rw [neg p a v h, doubled, SimpleGraph.boxProd_adj]
      exact Or.inl ⟨((hp a).2 v).resolve_left h, rfl⟩
```

## Propagating a disagreement around the ring

```lean
/-- In a matching of the ring a site is unmatched, paired forward or paired backward. -/
theorem cycle_cases {g : ZMod n → ZMod n} (hg : IsMatching (cycle n) g) (i : ZMod n) :
    g i = i ∨ g i = i + 1 ∨ g i = i - 1 := by
  rcases hg.2 i with h | h
  · exact Or.inl h
  · rw [cycle, SimpleGraph.fromRel_adj] at h
    rcases h.2 with h | h
    · exact Or.inr (Or.inl h)
    · exact Or.inr (Or.inr (eq_sub_of_add_eq (Eq.symm h)))
```

The hypothesis `h2`, that \(2\ne0\) modulo \(n\), expresses \(i+1\ne i-1\). The three cases below are the possible values of \(h(i+1)\); only the forward one survives.

```lean
/-- If two matchings of the ring with the same unmatched sites are opposed at one site, they are
opposed at the next site with the roles exchanged. -/
theorem opposed_step (h2 : (2 : ZMod n) ≠ 0) {g h : ZMod n → ZMod n}
    (hg : IsMatching (cycle n) g) (hh : IsMatching (cycle n) h)
    (hfix : ∀ v, g v = v ↔ h v = v) {i : ZMod n} (ho : Opposed g h i) :
    Opposed h g (i + 1) := by
  obtain ⟨h1, h3⟩ := ho
  have a : g (i + 1) = i := by
    have := hg.1 i
    rwa [h1] at this
  rcases cycle_cases hh (i + 1) with e | e | e
  · have e' := (hfix _).mpr e
    rw [a] at e'
    exact absurd (by linear_combination (-2 : ZMod n) * e') h2
  · exact ⟨e, by rw [a]; ring⟩
  · have e' := hh.1 (i + 1)
    rw [e, add_sub_cancel_right, h3] at e'
    exact absurd (by linear_combination (-1 : ZMod n) * e') h2
```

Two steps restore the roles, and induction extends this to every even distance.

```lean
/-- If two matchings of the ring with the same unmatched sites are opposed at one site, they are
opposed in the same way at every even distance from it. -/
theorem opposed_shift (h2 : (2 : ZMod n) ≠ 0) {g h : ZMod n → ZMod n}
    (hg : IsMatching (cycle n) g) (hh : IsMatching (cycle n) h)
    (hfix : ∀ v, g v = v ↔ h v = v) {j : ZMod n} (ho : Opposed g h j) (k : ℕ) :
    Opposed g h (j + 2 * k) := by
  induction k with
  | zero => simpa using ho
  | succ k ih =>
    have s := opposed_step h2 hh hg (fun v => (hfix v).symm) (opposed_step h2 hg hh hfix ih)
    have e : j + 2 * ((k + 1 : ℕ) : ZMod n) = j + 2 * k + 1 + 1 := by push_cast; ring
    rw [e]
    exact s
```

Every site lies at an even or odd distance from \(j\), which determines both maps completely.

```lean
/-- On a two-coloured ring, two matchings with the same unmatched sites that are opposed
somewhere are the two complementary alternating patterns. -/
theorem opposed_eq_alternating [NeZero n] (h2 : (2 : ZMod n) ≠ 0) (c : ZMod n →+* ZMod 2)
    {g h : ZMod n → ZMod n} (hg : IsMatching (cycle n) g) (hh : IsMatching (cycle n) h)
    (hfix : ∀ v, g v = v ↔ h v = v) {j : ZMod n} (ho : Opposed g h j) :
    g = alternating c (c j) ∧ h = alternating c (c j + 1) := by
  have c2 : c 2 = 0 := (map_ofNat c 2).trans (by decide)
  have ne : ∀ x : ZMod 2, x + 1 ≠ x := by decide
  have key : ∀ i, (c i = c j ∧ Opposed g h i) ∨ (c i = c j + 1 ∧ Opposed h g i) := by
    intro i
    have hi : i = j + ((i - j).val : ZMod n) := by rw [ZMod.natCast_zmod_val]; ring
    obtain ⟨k, hk | hk⟩ := Nat.even_or_odd' (i - j).val
    · have e : i = j + 2 * (k : ZMod n) := by
        rw [hk] at hi
        push_cast at hi
        exact hi
      left
      rw [e]
      exact ⟨by rw [map_add, map_mul, c2, zero_mul, add_zero], opposed_shift h2 hg hh hfix ho k⟩
    · have e : i = j + 2 * (k : ZMod n) + 1 := by
        rw [hk] at hi
        push_cast at hi
        rw [add_assoc]
        exact hi
      right
      rw [e]
      exact ⟨by rw [map_add, map_add, map_mul, c2, zero_mul, add_zero, map_one],
        opposed_step h2 hg hh hfix (opposed_shift h2 hg hh hfix ho k)⟩
  constructor <;> funext i <;> rcases key i with ⟨e, o⟩ | ⟨e, o⟩
  · exact o.1.trans (if_pos e).symm
  · exact o.2.trans (if_neg (by rw [e]; exact ne _)).symm
  · exact o.2.trans (if_neg (by rw [e]; exact (ne _).symm)).symm
  · exact o.1.trans (if_pos e).symm
```

Conversely, the alternating patterns are matchings without holes, and the two colours give distinct ones.

```lean
/-- An alternating pattern is a matching of the ring that leaves no site unmatched. -/
theorem alternating_isMatching (h2 : (2 : ZMod n) ≠ 0) (c : ZMod n →+* ZMod 2) (b : ZMod 2) :
    IsMatching (cycle n) (alternating c b) ∧ ∀ i, alternating c b i ≠ i := by
  have pos : ∀ i, c i = b → alternating c b i = i + 1 := fun i h => if_pos h
  have neg : ∀ i, c i ≠ b → alternating c b i = i - 1 := fun i h => if_neg h
  have d1 : ∀ x : ZMod 2, x + 1 ≠ x := by decide
  have d2 : ∀ x y : ZMod 2, x ≠ y → x - 1 = y := by decide
  have hne : ∀ i, alternating c b i ≠ i := by
    intro i e
    by_cases h : c i = b
    · rw [pos i h] at e
      exact h2 (by linear_combination 2 * e)
    · rw [neg i h] at e
      exact h2 (by linear_combination (-2 : ZMod n) * e)
  refine ⟨⟨fun i => ?_, fun i => Or.inr ?_⟩, hne⟩
  · by_cases h : c i = b
    · rw [pos i h, neg (i + 1) (by rw [map_add, map_one, h]; exact d1 b)]
      ring
    · rw [neg i h, pos (i - 1) (by rw [map_sub, map_one]; exact d2 _ _ h)]
      ring
  · rw [cycle, SimpleGraph.fromRel_adj]
    refine ⟨(hne i).symm, ?_⟩
    by_cases h : c i = b
    · exact Or.inl (pos i h)
    · exact Or.inr (by rw [neg i h]; ring)

/-- If `2 ≠ 0` modulo `n`, the two colours give different alternating patterns. -/
theorem alternating_injective (h2 : (2 : ZMod n) ≠ 0) (c : ZMod n →+* ZMod 2) :
    Function.Injective (alternating c) := by
  intro b b' h
  have e := congrFun h 0
  have d : ∀ x y z : ZMod 2, x ≠ y → x ≠ z → y = z := by decide
  unfold alternating at e
  by_cases hb : c 0 = b <;> by_cases hb' : c 0 = b'
  · exact hb.symm.trans hb'
  · rw [if_pos hb, if_neg hb'] at e
    exact absurd (by linear_combination e) h2
  · rw [if_neg hb, if_pos hb'] at e
    exact absurd (by linear_combination (-1 : ZMod n) * e) h2
  · exact d _ _ _ hb hb'
```

## Adding up the two families

The main theorem derives `h2` from \(n\ge3\). The map `D` puts the same matching in both layers, and `T` puts opposite alternating patterns there, one arrangement for each of the two colours. For even \(n\) the perfect matchings are the disjoint union of the images of `D` and `T`; for odd \(n\) the full-turn contradiction leaves only `D`.

```lean
/-- For `n ≥ 3` the prism has as many perfect matchings as the `n`-cycle has matchings of all
sizes, plus two when `n` is even. -/
theorem numPerfect_prism (n : ℕ) (hn : 3 ≤ n) :
    numPerfect (prism n) = numMatchings (cycle n) + if Even n then 2 else 0 := by
  have : NeZero n := ⟨by omega⟩
  have h2 : (2 : ZMod n) ≠ 0 := by
    intro h
    have h' := (CharP.cast_eq_zero_iff (ZMod n) n 2).mp (by exact_mod_cast h)
    have := Nat.le_of_dvd (by norm_num) h'
    omega
  -- layers that differ are opposed at some site
  have opp : ∀ p : Bool → ZMod n → ZMod n, (∀ a, IsMatching (cycle n) (p a)) →
      (∀ a b v, p a v = v → p b v = v) → p false ≠ p true →
      ∃ a j, Opposed (p a) (p (!a)) j := by
    intro p hp hfix hne
    obtain ⟨j, hj⟩ := Function.ne_iff.mp hne
    rcases cycle_cases (hp false) j with e | e | e
    · exact absurd (e.trans (hfix false true j e).symm) hj
    · rcases cycle_cases (hp true) j with e' | e' | e'
      · exact absurd ((hfix true false j e').trans e'.symm) hj
      · exact absurd (e.trans e'.symm) hj
      · exact ⟨false, j, e, e'⟩
    · rcases cycle_cases (hp true) j with e' | e' | e'
      · exact absurd ((hfix true false j e').trans e'.symm) hj
      · exact ⟨true, j, e', e⟩
      · exact absurd (e.trans e'.symm) hj
  let D : (ZMod n → ZMod n) → ZMod n × Bool → ZMod n × Bool := fun g => glue fun _ => g
  have hD : Function.Injective D := fun g g' h => congrFun (glue_injective h) false
  have hDp : ∀ g, IsMatching (cycle n) g → IsPerfect (prism n) (D g) := fun g hg =>
    (isPerfect_doubled_iff _ _).mpr ⟨fun _ => g, fun _ => hg, fun _ _ _ h => h, rfl⟩
  have same : ∀ p : Bool → ZMod n → ZMod n, p false = p true → D (p false) = glue p := by
    intro p h
    have e : (fun _ : Bool => p false) = p := by
      funext a
      cases a
      · rfl
      · exact h
    exact congrArg glue e
  unfold numPerfect numMatchings
  by_cases he : Even n
  · -- even ring: equal layers, or the two complementary alternating patterns
    rw [if_pos he]
    let c : ZMod n →+* ZMod 2 := ZMod.castHom (even_iff_two_dvd.mp he) (ZMod 2)
    let T : ZMod 2 → ZMod n × Bool → ZMod n × Bool :=
      fun b => glue fun a => alternating c (if a = true then b + 1 else b)
    have hT : Function.Injective T := fun b b' h =>
      alternating_injective h2 c (congrFun (glue_injective h) false)
    have hset : {f | IsPerfect (prism n) f} =
        D '' {g | IsMatching (cycle n) g} ∪ T '' Set.univ := by
      ext f
      constructor
      · intro hf
        obtain ⟨p, hp, hfix, rfl⟩ := (isPerfect_doubled_iff _ _).mp hf
        by_cases hs : p false = p true
        · exact Or.inl ⟨p false, hp false, same p hs⟩
        · right
          obtain ⟨a, j, ho⟩ := opp p hp hfix hs
          obtain ⟨e1, e2⟩ := opposed_eq_alternating h2 c (hp a) (hp (!a))
            (fun v => ⟨hfix a (!a) v, hfix (!a) a v⟩) ho
          have d : ∀ x : ZMod 2, x + 1 + 1 = x := by decide
          cases a
          · refine ⟨c j, Set.mem_univ _, congrArg glue ?_⟩
            funext a
            cases a
            · exact e1.symm
            · exact e2.symm
          · refine ⟨c j + 1, Set.mem_univ _, congrArg glue ?_⟩
            funext a
            cases a
            · exact e2.symm
            · exact (congrArg (alternating c) (d (c j))).trans e1.symm
      · rintro (⟨g, hg, rfl⟩ | ⟨b, _, rfl⟩)
        · exact hDp g hg
        · exact (isPerfect_doubled_iff _ _).mpr ⟨_, fun a => (alternating_isMatching h2 c _).1,
            fun a _ v h => absurd h ((alternating_isMatching h2 c _).2 v), rfl⟩
    have hdisj : Disjoint (D '' {g | IsMatching (cycle n) g}) (T '' Set.univ) := by
      rw [Set.disjoint_left]
      rintro _ ⟨g, _, rfl⟩ ⟨b, _, h⟩
      have e := glue_injective h
      have e' : b = b + 1 :=
        alternating_injective h2 c ((congrFun e false).trans (congrFun e true).symm)
      have d : ∀ x : ZMod 2, x ≠ x + 1 := by decide
      exact d b e'
    rw [hset, Set.ncard_union_eq hdisj (Set.toFinite _) (Set.toFinite _),
      Set.ncard_image_of_injective _ hD, Set.ncard_image_of_injective _ hT,
      Set.ncard_univ, Nat.card_zmod]
  · -- odd ring: opposition would contradict itself after one turn
    rw [if_neg he, add_zero, ← Set.ncard_image_of_injective _ hD]
    congr 1
    ext f
    constructor
    · intro hf
      obtain ⟨p, hp, hfix, rfl⟩ := (isPerfect_doubled_iff _ _).mp hf
      by_cases hs : p false = p true
      · exact ⟨p false, hp false, same p hs⟩
      · exfalso
        obtain ⟨a, j, ho⟩ := opp p hp hfix hs
        obtain ⟨k, hk⟩ := Nat.not_even_iff_odd.mp he
        have hf' : ∀ v, p a v = v ↔ p (!a) v = v := fun v => ⟨hfix a (!a) v, hfix (!a) a v⟩
        have s := opposed_step h2 (hp a) (hp (!a)) hf'
          (opposed_shift h2 (hp a) (hp (!a)) hf' ho k)
        have z : ((2 * k + 1 : ℕ) : ZMod n) = 0 := by
          rw [← hk]
          exact ZMod.natCast_self n
        push_cast at z
        have e : j + 2 * (k : ZMod n) + 1 = j := by linear_combination z
        rw [e] at s
        have t := s.1.symm.trans ho.2
        exact h2 (by linear_combination t)
    · rintro ⟨g, hg, rfl⟩
      exact hDp g hg
```

For the cube, the seven ring matchings are found by checking all maps from four sites to themselves, and the main theorem supplies the remaining two.

```lean
/-- The cubane skeleton, the prism over the four-membered ring, has nine perfect matchings. -/
theorem numPerfect_cubane : numPerfect (prism 4) = 9 := by
  have hset : {f | IsMatching (cycle 4) f} =
      ↑(Finset.univ.filter fun f : ZMod 4 → ZMod 4 => (∀ v, f (f v) = v) ∧
        ∀ v, f v = v ∨ v ≠ f v ∧ (f v = v + 1 ∨ v = f v + 1)) := by
    ext f
    simp only [Set.mem_ofPred_eq, Finset.coe_filter, Finset.mem_univ, true_and, IsMatching,
      cycle, SimpleGraph.fromRel_adj]
  -- the four-membered ring has seven matchings
  have h7 : numMatchings (cycle 4) = 7 := by
    rw [numMatchings, hset, Set.ncard_coe_finset]
    decide +kernel
  rw [numPerfect_prism 4 (by norm_num), h7, if_pos (by decide)]

end PrismMatchings
```

```lean
#print axioms PrismMatchings.numPerfect_prism
-- 'PrismMatchings.numPerfect_prism' depends on axioms: [propext, Classical.choice, Quot.sound]
#print axioms PrismMatchings.numPerfect_cubane
-- 'PrismMatchings.numPerfect_cubane' depends on axioms: [propext, Classical.choice, Quot.sound]
```
